# Same-spin free electrons on a ring: the ground energy at every twist, lowest at Γ for odd n and at the zone edge for even n ≥ 2

Put $n$ electrons of the same spin on a ring of length $L$ and thread a magnetic flux through it. Equivalently, simulate them in a periodic cell and let each orbital pick up a phase when it crosses the boundary, $\psi(x+L)=e^{2\pi i k}\psi(x)$. The real number $k$ is the twist. Changing it shifts every allowed wave number, so the total energy can change (a shift of $k$ by an integer only relabels the orbitals), and with three electrons periodic boundary conditions ($k=0$) give the lowest energy, while with four it is antiperiodic ones ($k=1/2$). How does the ground energy depend on $n$ and $k$?

For free electrons, in units of $(2\pi\hbar/L)^2/(2m_e)$ with $m_e$ the electron mass, the answer is

$$E_n(k)=\frac{n(n^2-1)}{12}+n\,d^2,$$

where $d$ is the distance of $k+\frac{n-1}{2}$ from the nearest integer. The first term does not depend on the twist. The second vanishes at integer $k$ for odd $n$ and at half-integer $k$ for even $n$. For this non-interacting, one-dimensional model, the formula gives the whole dependence of the finite-cell ground energy on the twist.

```lean
import Mathlib

open Finset

namespace PlaneWaveRing

noncomputable section
```

## Free electrons: orbital energies $(m+k)^2$

The orbitals compatible with the twist are the plane waves $e^{2\pi i(m+k)x/L}$ with $m$ an integer. Without potential or interaction, each has energy $(m+k)^2$ in the chosen units, and a Slater determinant is specified by the set $S$ of its occupied labels. Its energy is the sum over $S$:

```lean
/-- Kinetic energy of same-spin free electrons occupying the plane waves `m ∈ S` on a ring
with twist `k`, in units of `(2πħ/L)²/(2mₑ)`. -/
def kineticEnergy (k : ℝ) (S : Finset ℤ) : ℝ := ∑ m ∈ S, ((m : ℝ) + k) ^ 2
```

Here `Finset ℤ` is the type of finite sets of integers. There is no plane-wave cutoff, and `k` is any real number, not only one in the first Brillouin zone.

The quadratic dispersion enters when the energy of a block of orbitals is summed below, and again when the block is compared with its neighbours. A lattice potential would mix different $m$ and change the orbital energies, so this closed form would in general be lost. Electron repulsion would add a term that the model leaves out.

The distance from the integers is defined by rounding:

```lean
/-- The distance of a real number from the nearest integer. -/
def distInt (x : ℝ) : ℝ := |x - round x|
```

## Same spin and fixed number: $n$ distinct plane waves

Electrons of equal spin cannot share an orbital. A finite set contains each label at most once, so Pauli exclusion is built into the type of `S`, and the electron number is fixed by `S.card = n`. The ground energy is the infimum over all such sets:

```lean
/-- Ground energy of `n` same-spin electrons at twist `k`: the infimum of the kinetic energy
over all choices of `n` distinct plane waves. -/
def groundEnergy (n : ℕ) (k : ℝ) : ℝ :=
  sInf {E | ∃ S : Finset ℤ, S.card = n ∧ kineticEnergy k S = E}
```

A general $n$-electron state is a superposition of determinants. Since the free Hamiltonian is diagonal in them, its energy is a weighted average of determinant energies and cannot lie below the lowest one. This reduction from states to sets is physics supplied here in words; the Lean definition starts from the sets.

If exclusion were lifted, all $n$ particles would occupy the plane wave nearest to zero wave number, and for every $n\ge 1$ the energy would be lowest at integer $k$. The difference between odd and even $n$ comes from exclusion. If the number were left free, the minimum would be zero at every twist, reached by the empty set.

## Consecutive labels: the energy of a block

Suppose the occupied labels are $a,a+1,\dots,a+n-1$, with no gap. For $n\ge1$ their mean wave number is $Q=a+k+\frac{n-1}{2}$. Write the wave number of orbital $a+s$ as $Q+\left(s-\frac{n-1}{2}\right)$ and expand the square. The cross term sums to zero, which leaves

$$\sum_{s=0}^{n-1}(a+s+k)^2=nQ^2+\sum_{s=0}^{n-1}\Big(s-\frac{n-1}{2}\Big)^2 .$$

The last sum is

$$\frac{n(n-1)(2n-1)}{6}-\frac{n(n-1)^2}{4}=\frac{n(n-1)(n+1)}{12}.$$

So the energy splits into an internal part and the energy of the common motion. For $n=0$ both sides are zero.

```lean
/-- The energy of `n` consecutive plane waves starting at `a` is a fixed internal part plus
`n` times the square of the mean wave number. -/
theorem block_energy (k : ℝ) (a : ℤ) (n : ℕ) :
    kineticEnergy k (Ico a (a + (n : ℤ))) =
      (n : ℝ) * ((n : ℝ) ^ 2 - 1) / 12 + n * (a + k + ((n : ℝ) - 1) / 2) ^ 2 := by
  induction n with
  | zero => simp [kineticEnergy]
  | succ n ih =>
    -- add the next plane wave at the upper end of the block
    have h : Ico a (a + ((n + 1 : ℕ) : ℤ)) = insert (a + (n : ℤ)) (Ico a (a + (n : ℤ))) := by
      ext m
      simp only [Finset.mem_insert, Finset.mem_Ico]
      omega
    have hn : a + (n : ℤ) ∉ Ico a (a + (n : ℤ)) := by simp
    unfold kineticEnergy at ih ⊢
    rw [h, Finset.sum_insert hn, ih]
    push_cast
    ring
```

`Ico a (a + (n : ℤ))` is the set of integers from $a$ up to, but not including, $a+n$. The Lean proof uses induction instead of the expansion about the mean. It adds the orbital $a+n$ at the upper end, and `ring` confirms that the right-hand side grows by exactly $(a+n+k)^2$. This can be seen by expanding it as $n(a+k)^2+n(n-1)(a+k)+\frac{n(n-1)(2n-1)}{6}$.

With a gap the formula can fail: at $k=0$ the set $\{-2,0,2\}$ has energy 8, while the three consecutive orbitals with the same mean wave number, $\{-1,0,1\}$, have energy 2.

## A level between occupied and empty orbitals

Let $B$ be a set of occupied orbitals and $\mu$ a level such that every orbital in $B$ has energy at most $\mu$ and every other orbital at least $\mu$. This is the situation of a filled Fermi sea, with degeneracy at the level allowed. Let $S$ be another set of the same size. The orbitals common to both cancel in the comparison. Because the sizes agree, $\mu$ can be subtracted from every orbital energy without changing the difference:

$$E(B)-E(S)=\sum_{m\in B\setminus S}\big((m+k)^2-\mu\big)-\sum_{m\in S\setminus B}\big((m+k)^2-\mu\big)\le 0 .$$

The first sum is at most zero and the second at least zero.

```lean
/-- Aufbau principle: if every orbital in `B` lies at or below a level `μ` and every other
orbital at or above it, then no set with as many orbitals as `B` has lower energy. -/
theorem aufbau (k μ : ℝ) (B S : Finset ℤ) (hcard : S.card = B.card)
    (hin : ∀ m ∈ B, ((m : ℝ) + k) ^ 2 ≤ μ) (hout : ∀ m ∉ B, μ ≤ ((m : ℝ) + k) ^ 2) :
    kineticEnergy k B ≤ kineticEnergy k S := by
  -- measure all energies from the level μ
  have e : ∀ T : Finset ℤ, ∑ m ∈ T, (((m : ℝ) + k) ^ 2 - μ) =
      kineticEnergy k T - (T.card : ℝ) * μ := by
    intro T
    rw [Finset.sum_sub_distrib, Finset.sum_const, nsmul_eq_mul, kineticEnergy]
  have h1 := Finset.sum_filter_add_sum_filter_not B (fun m => m ∈ S)
    (fun m : ℤ => ((m : ℝ) + k) ^ 2 - μ)
  have h2 := Finset.sum_filter_add_sum_filter_not S (fun m => m ∈ B)
    (fun m : ℤ => ((m : ℝ) + k) ^ 2 - μ)
  have h3 : B.filter (fun m => m ∈ S) = S.filter (fun m => m ∈ B) := by
    ext m
    simp only [Finset.mem_filter]
    exact and_comm
  -- orbitals given up lie below μ, orbitals taken instead lie above it
  have h4 : ∑ m ∈ B.filter (fun m => ¬ m ∈ S), (((m : ℝ) + k) ^ 2 - μ) ≤ 0 :=
    Finset.sum_nonpos fun m hm => sub_nonpos.mpr (hin m (Finset.mem_filter.mp hm).1)
  have h5 : 0 ≤ ∑ m ∈ S.filter (fun m => ¬ m ∈ B), (((m : ℝ) + k) ^ 2 - μ) :=
    Finset.sum_nonneg fun m hm => sub_nonneg.mpr (hout m (Finset.mem_filter.mp hm).2)
  rw [e B, h3] at h1
  rw [e S, hcard] at h2
  linarith
```

The auxiliary statement `e` measures energies from $\mu$. `h1` and `h2` split each set into common and differing orbitals, and `h3` identifies the common parts. `h4` uses `hin` for the orbitals given up, `h5` uses `hout` for those taken instead, and `linarith` combines the signs.

Each assumption does work, as small examples at $k=0$ show. Take $B=\{1\}$ and $S=\{0\}$, so that $S$ is lower. With $\mu=0$ only `hin` fails, and with $\mu=1$ only `hout` fails. The equality `hcard` prevents $S$ from having fewer orbitals than $B$: for $B=\{0,1\}$ and $\mu=1$ both level conditions hold, yet the empty set is lower.

## The centred block has such a level, $n^2/4$

It remains to find a block that satisfies the level conditions. Let $r$ be the integer nearest to $k+\frac{n-1}{2}$, so that

$$-\tfrac12\le k+\tfrac{n-1}{2}-r\le\tfrac12 ,$$

and occupy $-r,\dots,-r+n-1$. Rearranging the two inequalities gives

- for the lowest occupied orbital, $-r+k\ge-\frac n2$;
- for the highest occupied orbital, $-r+n-1+k\le\frac n2$;
- for the first empty orbital below, $-r-1+k\le-\frac n2$;
- for the first empty orbital above, $-r+n+k\ge\frac n2$.

Occupied orbitals therefore have $|m+k|\le n/2$ and empty ones $|m+k|\ge n/2$, so $\mu=n^2/4$ separates them. For $n=0$ there are no occupied orbitals, and the level is zero. The block has $Q=k+\frac{n-1}{2}-r$, hence $Q^2=d^2$, and the block energy becomes the formula for $E_n(k)$.

```lean
/-- The least kinetic energy of `n` same-spin electrons at twist `k` is
`n(n² - 1)/12 + n d²`, with `d` the distance of `k + (n - 1)/2` from the integers. -/
theorem isLeast_energy (n : ℕ) (k : ℝ) :
    IsLeast {E | ∃ S : Finset ℤ, S.card = n ∧ kineticEnergy k S = E}
      ((n : ℝ) * ((n : ℝ) ^ 2 - 1) / 12 + n * distInt (k + ((n : ℝ) - 1) / 2) ^ 2) := by
  have hc := abs_le.mp (abs_sub_round (k + ((n : ℝ) - 1) / 2))
  obtain ⟨r, hr⟩ : ∃ r : ℤ, round (k + ((n : ℝ) - 1) / 2) = r := ⟨_, rfl⟩
  rw [hr] at hc
  obtain ⟨hc1, hc2⟩ := hc
  have hn : (0 : ℝ) ≤ n := Nat.cast_nonneg n
  -- the optimal block starts at -r
  have hB : kineticEnergy k (Ico (-r) (-r + (n : ℤ))) =
      (n : ℝ) * ((n : ℝ) ^ 2 - 1) / 12 + n * distInt (k + ((n : ℝ) - 1) / 2) ^ 2 := by
    rw [block_energy, distInt, hr, sq_abs]
    push_cast
    ring
  constructor
  · exact ⟨_, by simp, hB⟩
  · rintro E ⟨S, hS, rfl⟩
    rw [← hB]
    -- the level n²/4 separates occupied from empty orbitals
    apply aufbau k ((n : ℝ) ^ 2 / 4)
    · simp [hS]
    · intro m hm
      rw [Finset.mem_Ico] at hm
      have h1 : -(r : ℝ) ≤ m := by exact_mod_cast hm.1
      have h2 : (m : ℝ) + 1 ≤ -(r : ℝ) + n := by
        exact_mod_cast (by omega : m + 1 ≤ -r + (n : ℤ))
      have h3 : 0 ≤ (n : ℝ) / 2 - (m + k) := by linarith
      have h4 : 0 ≤ (n : ℝ) / 2 + (m + k) := by linarith
      nlinarith [mul_nonneg h3 h4]
    · intro m hm
      rw [Finset.mem_Ico] at hm
      rcases (by omega : m + 1 ≤ -r ∨ -r + (n : ℤ) ≤ m) with h | h
      · have h1 : (m : ℝ) + 1 ≤ -(r : ℝ) := by exact_mod_cast h
        have h3 : 0 ≤ -(n : ℝ) / 2 - (m + k) := by linarith
        have h4 : 0 ≤ (n : ℝ) / 2 - (m + k) := by linarith
        nlinarith [mul_nonneg h3 h4]
      · have h1 : -(r : ℝ) + n ≤ m := by exact_mod_cast h
        have h3 : 0 ≤ (m + k) - (n : ℝ) / 2 := by linarith
        have h4 : 0 ≤ (m + k) + (n : ℝ) / 2 := by linarith
        nlinarith [mul_nonneg h3 h4]
```

`IsLeast` says two things: some set of $n$ plane waves has this energy, and none has less. The set need not be unique. In the proof, `hB` evaluates the block energy. The two remaining level conditions passed to `aufbau` are the inequalities above, and `nlinarith` turns bounds on $m+k$ into bounds on its square by multiplying two nonnegative factors, such as $\frac n2-(m+k)$ and $\frac n2+(m+k)$.

Since the minimum is attained, it equals the infimum in the definition of the ground energy:

```lean
/-- Closed formula for the ground energy at any electron number and twist. -/
theorem groundEnergy_eq (n : ℕ) (k : ℝ) :
    groundEnergy n k =
      (n : ℝ) * ((n : ℝ) ^ 2 - 1) / 12 + n * distInt (k + ((n : ℝ) - 1) / 2) ^ 2 :=
  (isLeast_energy n k).csInf_eq
```

Neither theorem restricts $n$ or $k$.

## At least one electron: which twists are optimal

Only $n\,d^2$ depends on the twist. For $n>0$ it is smallest exactly when $d=0$, that is, when $k+\frac{n-1}{2}$ is an integer, and the value $d=0$ is reached, for instance at the twist $-\frac{n-1}{2}$.

```lean
/-- For at least one electron, a twist minimises the ground energy exactly when
`k + (n - 1)/2` is an integer. -/
theorem optimal_twist_iff {n : ℕ} (hn : 0 < n) (k : ℝ) :
    (∀ q, groundEnergy n k ≤ groundEnergy n q) ↔ ∃ j : ℤ, k + ((n : ℝ) - 1) / 2 = j := by
  have hn' : (0 : ℝ) < n := Nat.cast_pos.mpr hn
  constructor
  · intro h
    -- compare with a twist whose distance term vanishes
    have h0 := h (-(((n : ℝ) - 1) / 2))
    have hz : distInt (-(((n : ℝ) - 1) / 2) + ((n : ℝ) - 1) / 2) = 0 := by
      rw [neg_add_cancel]
      simp [distInt]
    rw [groundEnergy_eq n k, groundEnergy_eq n (-(((n : ℝ) - 1) / 2)), hz] at h0
    have hd : distInt (k + ((n : ℝ) - 1) / 2) = 0 := by
      by_contra hne
      have hpos : 0 < (n : ℝ) * distInt (k + ((n : ℝ) - 1) / 2) ^ 2 := by positivity
      linarith
    exact ⟨_, sub_eq_zero.mp (abs_eq_zero.mp hd)⟩
  · rintro ⟨j, hj⟩ q
    have hz : distInt (j : ℝ) = 0 := by simp [distInt]
    have hq : 0 ≤ (n : ℝ) * distInt (q + ((n : ℝ) - 1) / 2) ^ 2 := by positivity
    rw [groundEnergy_eq n k, groundEnergy_eq n q, hj, hz]
    linarith
```

The left side says that no real twist `q` gives a lower energy than `k`. In the forward direction the proof compares `k` with that particular twist. If $d$ were nonzero, $n\,d^2$ would be positive, which contradicts optimality; this is where `hn` enters. In the other direction the distance term at `k` is zero, and at any `q` it is nonnegative.

For $n=0$ the equivalence fails: the energy is zero at every twist, so every $k$ is optimal, whereas the right side would admit only half-integers.

## Odd and even electron numbers

If $n=2p+1$, then $\frac{n-1}{2}=p$ is an integer, and $k+p$ is an integer exactly when $k$ is. The optimal twists are the Γ point and its periodic images.

```lean
/-- For an odd number of electrons the optimal twists are exactly the integers, that is,
the Gamma point and its periodic images. -/
theorem odd_favours_gamma {n : ℕ} (hn : Odd n) (k : ℝ) :
    (∀ q, groundEnergy n k ≤ groundEnergy n q) ↔ ∃ j : ℤ, k = j := by
  rw [optimal_twist_iff hn.pos]
  obtain ⟨p, rfl⟩ := hn
  constructor
  · rintro ⟨j, hj⟩
    refine ⟨j - p, ?_⟩
    push_cast at hj ⊢
    linarith
  · rintro ⟨j, hj⟩
    refine ⟨j + p, ?_⟩
    push_cast
    linarith
```

An odd number is automatically positive, so no separate assumption is needed. If $n=2p$ with $p>0$, then $\frac{n-1}{2}=p-\frac12$, and the condition becomes $k=j+\frac12$ for some integer $j$: the zone edge and its images.

```lean
/-- For an even, nonzero number of electrons the optimal twists are exactly the
half-integers, that is, the zone edge and its periodic images. -/
theorem even_favours_edge {n : ℕ} (hn : Even n) (h0 : 0 < n) (k : ℝ) :
    (∀ q, groundEnergy n k ≤ groundEnergy n q) ↔ ∃ j : ℤ, k = j + 1 / 2 := by
  rw [optimal_twist_iff h0]
  obtain ⟨p, rfl⟩ := hn
  constructor
  · rintro ⟨j, hj⟩
    refine ⟨j - p, ?_⟩
    push_cast at hj ⊢
    linarith
  · rintro ⟨j, hj⟩
    refine ⟨j + p, ?_⟩
    push_cast
    linarith

end

end PlaneWaveRing
```

Both proofs substitute the parity into the previous criterion and shift the integer by $p$. Parity decides the outcome already for the smallest numbers. One electron has energy 0 at $k=0$ and $1/4$ at $k=1/2$; two electrons have energy 1 at $k=0$ and $1/2$ at $k=1/2$.

```lean
#print axioms PlaneWaveRing.odd_favours_gamma
#print axioms PlaneWaveRing.even_favours_edge
```

```
'PlaneWaveRing.odd_favours_gamma' depends on axioms: [propext, Classical.choice, Quot.sound]
'PlaneWaveRing.even_favours_edge' depends on axioms: [propext, Classical.choice, Quot.sound]
```

## Filling four orbitals, twist by twist

In a plane-wave calculation of this model, one lists $(m+k)^2$ for the labels in the basis, sorts the values and fills the lowest $n$. For $n=4$ this gives:

| Twist $k$ | Occupied $m$ | Orbital energies | Total |
|---|---|---|---|
| $0$ | $-1,0,1$ and one of $\pm2$ | $0,1,1,4$ | $6$ |
| $1/4$ | $-2,-1,0,1$ | $\frac1{16},\frac9{16},\frac{25}{16},\frac{49}{16}$ | $5.25$ |
| $1/2$ | $-2,-1,0,1$ | $\frac14,\frac14,\frac94,\frac94$ | $5$ |

At Γ the last electron must choose between two degenerate orbitals, an open shell. At the zone edge the occupied orbitals form complete pairs $\pm(m+k)$. A finite cutoff leaves these totals unchanged as long as the basis contains an optimal block.

Twist averaging runs the same filling at many values of $k$ and takes the mean. Over a uniform distribution of twists $d^2$ averages to $1/12$, so the mean energy is $n^3/12$. This equals $\int_{-n/2}^{n/2}x^2\,dx$, the energy of a continuously filled Fermi sea at the same density, so for these free electrons the full average removes the finite-size error in the kinetic energy.
